# In a model of two gapped chains, the effective dispersion exponent lies strictly between 2 and 5

## How far can a fitted power law drift?

If I fit a power law to the dispersion energy of two parallel chains over one range of separations and extend it to another, the error is uncontrolled unless I know how far the exponent can drift. For chains with an excitation gap, I expect a slow decay at short distance and a fast one at long distance. My model for the magnitude of the energy at separation \(D\), up to a constant prefactor, is

\[
E(D)=\int_0^\infty \frac{q^4e^{-2qD}}{(g^2+c^2q^2)^{3/2}}\,dq ,\qquad c,g>0,
\]

where \(q\) is the wave number along the chain, \(g\) the gap parameter and \(c\) the velocity parameter. I believe that \(D^2E(D)\) strictly decreases and \(D^5E(D)\) strictly increases, so that the effective exponent stays between 2 and 5. Can this be made rigorous and checked by machine?

## Two rescalings give the two bounds

Yes. The integrand has the form of a second-order energy shift. Two identical oscillators of frequency \(\omega\), whose squared normal-mode frequencies are \(\omega^2\pm\lambda\), lower their zero-point energy by an amount proportional to \(\lambda^2/\omega^3\) at leading order. Here \(\omega^2=g^2+c^2q^2\) and \(\lambda\propto q^2e^{-qD}\).

Put \(x=qD\) and define

\[
I(a,b)=\int_0^\infty \frac{x^4e^{-2x}}{(a^2+b^2x^2)^{3/2}}\,dx .
\]

For \(a>0\) the integrand is at most \(x^4e^{-2x}/a^3\), so the integral converges. With \(q=x/D\) and \(dq=dx/D\),

\[
E(D)=\frac1{D^5}\int_0^\infty\frac{x^4e^{-2x}}{(g^2+c^2x^2/D^2)^{3/2}}\,dx ,
\]

which says that \(D^5E(D)=I(g,c/D)\). Taking \(D^{-2}\) out of the bracket in the denominator gives a factor \(D^3\) in front, and hence \(D^2E(D)=I(gD,c)\).

Now let \(0<D_1<D_2\). For every \(x>0\),

\[
g^2+\frac{c^2x^2}{D_2^2}<g^2+\frac{c^2x^2}{D_1^2},\qquad
g^2D_1^2+c^2x^2<g^2D_2^2+c^2x^2 .
\]

A larger denominator at every \(x>0\) makes the integral strictly smaller, because the difference of the two integrands is positive throughout. Therefore

\[
D_1^5E(D_1)<D_2^5E(D_2),\qquad D_2^2E(D_2)<D_1^2E(D_1).
\]

Since \(E>0\), these inequalities combine to

\[
\left(\frac{D_2}{D_1}\right)^2<\frac{E(D_1)}{E(D_2)}<\left(\frac{D_2}{D_1}\right)^5 .
\]

Taking logarithms and dividing by \(\ln(D_2/D_1)>0\) gives

\[
2<\frac{\ln\bigl(E(D_1)/E(D_2)\bigr)}{\ln(D_2/D_1)}<5 .
\]

The limits follow from \(\int_0^\infty x^ne^{-2x}\,dx=n!/2^{n+1}\). As \(D\to\infty\), the velocity term in \(I(g,c/D)\) vanishes, and the bound \(x^4e^{-2x}/g^3\) permits the limit under the integral:

\[
D^5E(D)\to\frac1{g^3}\cdot\frac{4!}{2^5}=\frac3{4g^3}.
\]

As \(D\to0^+\), the gap term in \(I(gD,c)\) vanishes. The integrand is bounded by its gapless value \(x^4e^{-2x}/(cx)^3=xe^{-2x}/c^3\), so

\[
D^2E(D)\to\frac1{c^3}\cdot\frac{1!}{2^2}=\frac1{4c^3}.
\]

These limits also make 2 and 5 the best possible constants, by a short argument that the file does not contain: for the pair \(D,2D\), the effective exponent tends to 5 as \(D\to\infty\) and to 2 as \(D\to0^+\).

In simulation practice, the bounds give the sign of an extrapolation error within this model of two chains with exponential coupling. A \(D^{-5}\) law matched at one separation overestimates the magnitude at every shorter one, and a \(D^{-2}\) law overestimates it at every longer one.

Here is the complete Lean file.

```lean
import Mathlib

open Set MeasureTheory Filter Topology

namespace GappedChainDispersion

noncomputable section

/-- A model, with exponential coupling between the chains, for the magnitude of the dispersion
energy of two parallel chains at separation `D`, up to a constant prefactor, with gap parameter `g`
and velocity parameter `c`. -/
def chainEnergy (c g D : ℝ) : ℝ :=
  ∫ q in Ioi (0 : ℝ), q ^ 4 * Real.exp (-2 * q * D) / Real.sqrt (g ^ 2 + c ^ 2 * q ^ 2) ^ 3

/-- The integrand in the dimensionless wave number `x = q D`. -/
def kernel (a b x : ℝ) : ℝ :=
  x ^ 4 * Real.exp (-2 * x) / Real.sqrt (a ^ 2 + b ^ 2 * x ^ 2) ^ 3

/-- The integral of `kernel a b` over all positive values of the dimensionless wave number. -/
def scaledIntegral (a b : ℝ) : ℝ := ∫ x in Ioi (0 : ℝ), kernel a b x

/-- The effective power-law exponent between two separations: minus the slope of the energy
in a log-log plot. -/
def effectiveExponent (c g D₁ D₂ : ℝ) : ℝ :=
  Real.log (chainEnergy c g D₁ / chainEnergy c g D₂) / Real.log (D₂ / D₁)

/-- The moments of `exp (-2x)` on the half-line converge and equal `n! / 2^(n+1)`. -/
theorem exp_moment (n : ℕ) :
    IntegrableOn (fun x : ℝ => x ^ n * Real.exp (-2 * x)) (Ioi 0) ∧
    ∫ x in Ioi (0 : ℝ), x ^ n * Real.exp (-2 * x) = (n.factorial : ℝ) / 2 ^ (n + 1) := by
  have hval : ∫ x in Ioi (0 : ℝ), x ^ n * Real.exp (-2 * x)
      = (n.factorial : ℝ) / 2 ^ (n + 1) := by
    have h := Real.integral_rpow_mul_exp_neg_mul_Ioi (a := (n : ℝ) + 1) (r := 2)
      (by positivity) (by norm_num)
    have e : (1 / 2 : ℝ) ^ ((n : ℝ) + 1) = (1 / 2 : ℝ) ^ (n + 1) := by
      rw [← Real.rpow_natCast, Nat.cast_add, Nat.cast_one]
    rw [Real.Gamma_nat_eq_factorial, e] at h
    simp only [add_sub_cancel_right, Real.rpow_natCast] at h
    simp only [neg_mul]
    rw [h, one_div, inv_pow]
    ring
  refine ⟨?_, hval⟩
  -- a divergent integral would have the value zero
  by_contra hn
  have hp : (0 : ℝ) < (n.factorial : ℝ) / 2 ^ (n + 1) := by positivity
  exact hp.ne' (hval.symm.trans (integral_undef hn))

/-- With a gap `a > 0` the rescaled integrand `kernel a b` is bounded by its value at `b = 0`, and
it is integrable. -/
theorem kernel_gapped {a : ℝ} (ha : 0 < a) (b : ℝ) :
    (∀ x, kernel a b x ≤ x ^ 4 * Real.exp (-2 * x) / a ^ 3) ∧
    IntegrableOn (kernel a b) (Ioi 0) := by
  have hle : ∀ x, kernel a b x ≤ x ^ 4 * Real.exp (-2 * x) / a ^ 3 := by
    intro x
    have hs : a ≤ Real.sqrt (a ^ 2 + b ^ 2 * x ^ 2) :=
      (Real.le_sqrt' ha).2 (le_add_of_nonneg_right (by positivity))
    unfold kernel
    gcongr
  refine ⟨hle, ?_⟩
  have hm : Measurable (kernel a b) :=
    (by fun_prop : Continuous fun x : ℝ => x ^ 4 * Real.exp (-2 * x)).measurable.div
      (by fun_prop : Continuous fun x : ℝ =>
        Real.sqrt (a ^ 2 + b ^ 2 * x ^ 2) ^ 3).measurable
  refine Integrable.mono' (Integrable.div_const (exp_moment 4).1 (a ^ 3))
    hm.aestronglyMeasurable (Eventually.of_forall fun x => ?_)
  rw [Real.norm_of_nonneg (by unfold kernel; positivity)]
  exact hle x

/-- An integrable function that is positive at all positive wave numbers has a positive
integral over them. -/
theorem integral_pos_of_pos {f : ℝ → ℝ} (hf : IntegrableOn f (Ioi 0))
    (hpos : ∀ x, 0 < x → 0 < f x) : 0 < ∫ x in Ioi (0 : ℝ), f x := by
  rw [setIntegral_pos_iff_support_of_nonneg_ae
    (ae_restrict_of_forall_mem measurableSet_Ioi fun x hx => (hpos x hx).le) hf]
  have hs : Function.support f ∩ Ioi 0 = Ioi 0 :=
    inter_eq_right.2 fun x hx => (hpos x hx).ne'
  rw [hs, Real.volume_Ioi]
  exact ENNReal.zero_lt_top

/-- Raising the squared excitation energy at every positive wave number strictly lowers the rescaled
integral, provided the gap parameters `a` and `a'` are positive. -/
theorem scaledIntegral_lt {a b a' b' : ℝ} (ha : 0 < a) (ha' : 0 < a')
    (h : ∀ x, 0 < x → a ^ 2 + b ^ 2 * x ^ 2 < a' ^ 2 + b' ^ 2 * x ^ 2) :
    scaledIntegral a' b' < scaledIntegral a b := by
  have hi := (kernel_gapped ha b).2
  have hi' := (kernel_gapped ha' b').2
  have hp := integral_pos_of_pos (f := fun x => kernel a b x - kernel a' b' x)
    (Integrable.sub hi hi') (fun x hx => by
      have hs := Real.sqrt_lt_sqrt (by positivity) (h x hx)
      have h0 : 0 < Real.sqrt (a ^ 2 + b ^ 2 * x ^ 2) := Real.sqrt_pos.2 (by positivity)
      exact sub_pos.2 (div_lt_div_of_pos_left (by positivity) (by positivity)
        (pow_lt_pow_left₀ hs h0.le (by norm_num))))
  rw [integral_sub hi hi'] at hp
  exact sub_pos.1 hp

/-- Measuring wave numbers in units of `1/D` moves the distance dependence of `D⁵ E` into the
velocity parameter, and that of `D² E` into the gap parameter. -/
theorem energy_scaling (c : ℝ) {g D : ℝ} (hg : 0 < g) (hD : 0 < D) :
    D ^ 5 * chainEnergy c g D = scaledIntegral g (c / D) ∧
    D ^ 2 * chainEnergy c g D = scaledIntegral (g * D) c := by
  unfold chainEnergy scaledIntegral
  constructor
  · have h := integral_comp_mul_left_Ioi (kernel g (c / D)) 0 hD
    have e : ∀ q, kernel g (c / D) (D * q) = D ^ 4 * (q ^ 4 * Real.exp (-2 * q * D) /
        Real.sqrt (g ^ 2 + c ^ 2 * q ^ 2) ^ 3) := by
      intro q
      unfold kernel
      rw [show (c / D) ^ 2 * (D * q) ^ 2 = c ^ 2 * q ^ 2 by field_simp,
        show -2 * (D * q) = -2 * q * D by ring]
      ring
    simp only [e] at h
    rw [integral_const_mul, mul_zero, smul_eq_mul] at h
    rw [show D ^ 5 = D * D ^ 4 by ring, mul_assoc, h, mul_inv_cancel_left₀ hD.ne']
  · have h := integral_comp_mul_left_Ioi (kernel (g * D) c) 0 hD
    have e : ∀ q, kernel (g * D) c (D * q) = D * (q ^ 4 * Real.exp (-2 * q * D) /
        Real.sqrt (g ^ 2 + c ^ 2 * q ^ 2) ^ 3) := by
      intro q
      have hs : 0 < Real.sqrt (g ^ 2 + c ^ 2 * q ^ 2) := Real.sqrt_pos.2 (by positivity)
      unfold kernel
      rw [show (g * D) ^ 2 + c ^ 2 * (D * q) ^ 2 = D ^ 2 * (g ^ 2 + c ^ 2 * q ^ 2) by ring,
        Real.sqrt_mul (sq_nonneg D), Real.sqrt_sq hD.le,
        show -2 * (D * q) = -2 * q * D by ring]
      generalize Real.sqrt (g ^ 2 + c ^ 2 * q ^ 2) = s at hs ⊢
      field_simp
    simp only [e] at h
    rw [integral_const_mul, mul_zero, smul_eq_mul] at h
    rw [show D ^ 2 = D * D by ring, mul_assoc, h, mul_inv_cancel_left₀ hD.ne']

/-- For `g > 0` the model energy magnitude is positive at every separation `D > 0`. -/
theorem chainEnergy_pos (c : ℝ) {g D : ℝ} (hg : 0 < g) (hD : 0 < D) :
    0 < chainEnergy c g D := by
  have h : 0 < scaledIntegral g (c / D) :=
    integral_pos_of_pos (kernel_gapped hg _).2 fun x hx => by unfold kernel; positivity
  rw [← (energy_scaling c hg hD).1] at h
  exact pos_of_mul_pos_right h (by positivity)

/-- For `c, g > 0`, `D² E(D)` is strictly decreasing and `D⁵ E(D)` is strictly increasing in the
separation `D > 0`. -/
theorem energy_between_power_laws {c g : ℝ} (hc : 0 < c) (hg : 0 < g) :
    StrictAntiOn (fun D => D ^ 2 * chainEnergy c g D) (Ioi 0) ∧
    StrictMonoOn (fun D => D ^ 5 * chainEnergy c g D) (Ioi 0) := by
  constructor
  · intro D₁ h₁ D₂ h₂ h
    have p₁ : 0 < D₁ := h₁
    have p₂ : 0 < D₂ := h₂
    change D₂ ^ 2 * chainEnergy c g D₂ < D₁ ^ 2 * chainEnergy c g D₁
    rw [(energy_scaling c hg p₁).2, (energy_scaling c hg p₂).2]
    refine scaledIntegral_lt (by positivity) (by positivity) fun x _ => ?_
    have := pow_lt_pow_left₀ (mul_lt_mul_of_pos_left h hg) (by positivity) two_ne_zero
    linarith
  · intro D₁ h₁ D₂ h₂ h
    have p₁ : 0 < D₁ := h₁
    have p₂ : 0 < D₂ := h₂
    change D₁ ^ 5 * chainEnergy c g D₁ < D₂ ^ 5 * chainEnergy c g D₂
    rw [(energy_scaling c hg p₁).1, (energy_scaling c hg p₂).1]
    refine scaledIntegral_lt hg hg fun x hx => ?_
    have h2 := pow_lt_pow_left₀ (div_lt_div_of_pos_left hc p₁ h) (by positivity) two_ne_zero
    have := mul_lt_mul_of_pos_right h2 (pow_pos hx 2)
    linarith

/-- For `c, g > 0` and separations `0 < D₁ < D₂` the effective exponent lies strictly between 2 and
5. -/
theorem effectiveExponent_mem {c g D₁ D₂ : ℝ} (hc : 0 < c) (hg : 0 < g) (h₁ : 0 < D₁)
    (h : D₁ < D₂) : effectiveExponent c g D₁ D₂ ∈ Ioo (2 : ℝ) 5 := by
  have h₂ : 0 < D₂ := h₁.trans h
  have e₁ := chainEnergy_pos c hg h₁
  have e₂ := chainEnergy_pos c hg h₂
  have hL : 0 < Real.log (D₂ / D₁) := Real.log_pos ((one_lt_div h₁).2 h)
  -- take logarithms of the two monotonicity statements
  have lo := Real.log_lt_log (by positivity) ((energy_between_power_laws hc hg).1 h₁ h₂ h)
  have hi := Real.log_lt_log (by positivity) ((energy_between_power_laws hc hg).2 h₁ h₂ h)
  rw [Real.log_mul (by positivity) e₂.ne', Real.log_mul (by positivity) e₁.ne',
    Real.log_pow, Real.log_pow] at lo
  rw [Real.log_mul (by positivity) e₁.ne', Real.log_mul (by positivity) e₂.ne',
    Real.log_pow, Real.log_pow] at hi
  push_cast at lo hi
  unfold effectiveExponent
  rw [mem_Ioo, lt_div_iff₀ hL, div_lt_iff₀ hL, Real.log_div e₁.ne' e₂.ne',
    Real.log_div h₂.ne' h₁.ne']
  constructor <;> linarith

/-- For `g > 0`, `D⁵ E(D)` tends to `3/(4g³)` as `D` tends to infinity. -/
theorem large_distance_limit (c : ℝ) {g : ℝ} (hg : 0 < g) :
    Tendsto (fun D => D ^ 5 * chainEnergy c g D) atTop (𝓝 (3 / (4 * g ^ 3))) := by
  have hv : ∫ x in Ioi (0 : ℝ), x ^ 4 * Real.exp (-2 * x) / g ^ 3 = 3 / (4 * g ^ 3) := by
    have m : ((Nat.factorial 4 : ℕ) : ℝ) / 2 ^ (4 + 1) = 3 / 4 := by norm_num [Nat.factorial]
    rw [integral_div, (exp_moment 4).2, m, div_div]
  have h : Tendsto (fun D => scaledIntegral g (c / D)) atTop (𝓝 (3 / (4 * g ^ 3))) := by
    rw [← hv]
    unfold scaledIntegral
    refine tendsto_integral_filter_of_dominated_convergence
      (fun x => x ^ 4 * Real.exp (-2 * x) / g ^ 3)
      (Eventually.of_forall fun D => Integrable.aestronglyMeasurable (kernel_gapped hg _).2)
      (Eventually.of_forall fun D => Eventually.of_forall fun x => ?_)
      (Integrable.div_const (exp_moment 4).1 _) (Eventually.of_forall fun x => ?_)
    · rw [Real.norm_of_nonneg (by unfold kernel; positivity)]
      exact (kernel_gapped hg _).1 x
    · have h1 : Tendsto (fun D : ℝ => c / D) atTop (𝓝 0) :=
        tendsto_const_nhds.div_atTop tendsto_id
      have h2 : ContinuousAt (fun b => kernel g b x) 0 :=
        ContinuousAt.div continuousAt_const (by fun_prop)
          (pow_ne_zero 3 (Real.sqrt_pos.2 (by positivity)).ne')
      have h3 : kernel g 0 x = x ^ 4 * Real.exp (-2 * x) / g ^ 3 := by
        simp [kernel, Real.sqrt_sq hg.le]
      rw [← h3]
      exact h2.tendsto.comp h1
  refine h.congr' ?_
  filter_upwards [eventually_gt_atTop 0] with D hD
  exact (energy_scaling c hg hD).1.symm

/-- For `c, g > 0`, `D² E(D)` tends to `1/(4c³)` as `D` tends to zero from above. -/
theorem small_distance_limit {c g : ℝ} (hc : 0 < c) (hg : 0 < g) :
    Tendsto (fun D => D ^ 2 * chainEnergy c g D) (𝓝[>] 0) (𝓝 (1 / (4 * c ^ 3))) := by
  obtain ⟨hi, hm⟩ := exp_moment 1
  simp only [pow_one] at hi hm
  have hv : ∫ x in Ioi (0 : ℝ), x * Real.exp (-2 * x) / c ^ 3 = 1 / (4 * c ^ 3) := by
    have m : ((Nat.factorial 1 : ℕ) : ℝ) / 2 ^ (1 + 1) = 1 / 4 := by norm_num [Nat.factorial]
    rw [integral_div, hm, m, div_div]
  -- the gapless integrand is both the pointwise limit and the dominating function
  have h3 : ∀ x, 0 < x → kernel 0 c x = x * Real.exp (-2 * x) / c ^ 3 := by
    intro x hx
    unfold kernel
    rw [show (0 : ℝ) ^ 2 + c ^ 2 * x ^ 2 = (c * x) ^ 2 by ring, Real.sqrt_sq (by positivity)]
    field_simp
  have h : Tendsto (fun D => scaledIntegral (g * D) c) (𝓝[>] 0) (𝓝 (1 / (4 * c ^ 3))) := by
    rw [← hv]
    unfold scaledIntegral
    refine tendsto_integral_filter_of_dominated_convergence
      (fun x => x * Real.exp (-2 * x) / c ^ 3) ?_
      (Eventually.of_forall fun D => ae_restrict_of_forall_mem measurableSet_Ioi fun x hx => ?_)
      (Integrable.div_const hi _)
      (ae_restrict_of_forall_mem measurableSet_Ioi fun x hx => ?_)
    · filter_upwards [self_mem_nhdsWithin] with D hD
      exact Integrable.aestronglyMeasurable (kernel_gapped (mul_pos hg hD) c).2
    · have px : 0 < x := hx
      rw [Real.norm_of_nonneg (by unfold kernel; positivity), ← h3 x px]
      have h0 : 0 < Real.sqrt (0 ^ 2 + c ^ 2 * x ^ 2) := Real.sqrt_pos.2 (by positivity)
      have hs : Real.sqrt (0 ^ 2 + c ^ 2 * x ^ 2) ≤ Real.sqrt ((g * D) ^ 2 + c ^ 2 * x ^ 2) :=
        Real.sqrt_le_sqrt (by nlinarith [sq_nonneg (g * D)])
      exact div_le_div_of_nonneg_left (by positivity) (by positivity)
        (pow_le_pow_left₀ h0.le hs 3)
    · have px : 0 < x := hx
      have h1 : Tendsto (fun D : ℝ => g * D) (𝓝[>] 0) (𝓝 0) :=
        ((by fun_prop : Continuous fun D : ℝ => g * D).tendsto' 0 0 (by simp)).mono_left
          nhdsWithin_le_nhds
      have h2 : ContinuousAt (fun a => kernel a c x) 0 :=
        ContinuousAt.div continuousAt_const (by fun_prop)
          (pow_ne_zero 3 (Real.sqrt_pos.2 (by positivity)).ne')
      rw [← h3 x px]
      exact h2.tendsto.comp h1
  refine h.congr' ?_
  filter_upwards [self_mem_nhdsWithin] with D hD
  exact (energy_scaling c hg hD).2.symm

end

end GappedChainDispersion
```

```lean
#print axioms GappedChainDispersion.effectiveExponent_mem
#print axioms GappedChainDispersion.large_distance_limit
#print axioms GappedChainDispersion.small_distance_limit
```

```
'GappedChainDispersion.effectiveExponent_mem' depends on axioms: [propext, Classical.choice, Quot.sound]
'GappedChainDispersion.large_distance_limit' depends on axioms: [propext, Classical.choice, Quot.sound]
'GappedChainDispersion.small_distance_limit' depends on axioms: [propext, Classical.choice, Quot.sound]
```

### What the theorems say about the chains

`chainEnergy c g D` is \(E(D)\), a positive magnitude; the attractive sign and the prefactor are left out. The set `Ioi 0` is the open half-line of positive numbers, and the power \(3/2\) is written as the cube of a square root. All parameters are real numbers, with no units attached.

`energy_between_power_laws` states the two monotonicities for `0 < c` and `0 < g`: `StrictAntiOn` means strictly decreasing on the given set, and `StrictMonoOn` strictly increasing. The condition on `g` stands for a nonzero excitation energy at \(q=0\), and the condition on `c` for excitation energies that grow with wave number. Both matter for strictness: with \(c=0\) the product \(D^5E\) would be constant, and with \(g=0\) the product \(D^2E\) would be.

`effectiveExponent c g D₁ D₂` is minus the slope of the straight line through two points of the log-log plot, not a local derivative. `effectiveExponent_mem` places it in the open interval `Ioo 2 5` whenever \(0<D_1<D_2\). The theorems `large_distance_limit` and `small_distance_limit` give the two limits; `𝓝[>] 0` means that \(D\) approaches zero from above. The large-distance limit holds for every real `c`.

The form of the integral is assumed, not derived from a Hamiltonian. In particular, the coupling between the chains is a plain exponential, whereas the Coulomb interaction between two parallel lines leads to a Bessel function \(K_0(qD)\). Orbital overlap, retardation and temperature are absent as well.

### How the proof follows the calculation

`exp_moment` evaluates the moments through the Gamma function. It obtains convergence from the value: Lean assigns zero to a divergent integral, while \(n!/2^{n+1}\) is positive. `kernel_gapped` then proves the bound by \(x^4e^{-2x}/a^3\) and deduces that the integrand of \(I(a,b)\), called `kernel a b`, is integrable.

`integral_pos_of_pos` says that an integrable function which is positive on the half-line has a positive integral, because the set where it is nonzero has positive measure. `scaledIntegral_lt` applies this to the difference of two kernels, which is the comparison of denominators above.

`energy_scaling` carries out the substitution \(x=qD\) with `integral_comp_mul_left_Ioi` and proves both identities for \(I\), named `scaledIntegral`. Its first identity also yields `chainEnergy_pos`. In `energy_between_power_laws`, each half rewrites the energies by the matching identity and then supplies the pointwise inequality that `scaledIntegral_lt` needs.

For the exponent, `Real.log_lt_log` takes logarithms of both monotonicity statements. The logarithms of products, powers and quotients are expanded, and `linarith` finishes the resulting linear inequalities.

Both limit theorems use `tendsto_integral_filter_of_dominated_convergence`. The dominating functions are those of the derivation, and the pointwise limits come from continuity of the kernel in its velocity parameter at large distance and in its gap parameter at small distance. The final lines of each proof use `energy_scaling` to return from \(I\) to \(E\), which is valid because \(D\) is eventually positive in both limits.
